# The Scharfetter–Gummel flux at nonzero drift: second-order artificial diffusion, below the upwind value

In a finite-volume drift-diffusion simulation of a diode, the program assigns a carrier flux to each mesh edge, computed from the densities at its two end nodes and the potential difference between them. The choice of flux formula and mesh width decides how much diffusion the discretisation adds to the physical one. For a single edge with constant nonzero drift, the theorems below give that amount for the Scharfetter–Gummel formula and compare it with upwinding. The amount is counted relative to the centred flux, whose drift term uses the mean of the two densities. It is not in itself an error of the flux: for constant field and constant flux, the Scharfetter–Gummel formula is exact.

Let $D$ be the diffusivity, $h$ the mesh width and $v$ the drift velocity, positive from the first node to the second. The drift per cell is $d = vh/D$, and fluxes are measured in units of $D/h$. With the Einstein relation, $|d|$ is the potential difference across the cell divided by the thermal voltage. The densities at the two nodes are $a$ and $b$.

## Two fluxes and one diffusion coefficient

```lean
import Mathlib

open Filter Topology

namespace ScharfetterGummelDiffusion

noncomputable section

/-- The Bernoulli function `d / (exp d - 1)`, with its continuous value `1` at `d = 0`. -/
def bernoulliFn (d : ℝ) : ℝ := if d = 0 then 1 else d / (Real.exp d - 1)
```

This defines the Bernoulli function for every real $d$:
$$B(d) = \frac{d}{e^d-1}\quad (d\neq 0), \qquad B(0)=1.$$
The name `bernoulliFn` stands for $B$, and `ℝ` is the type of real numbers.

```lean
/-- The Scharfetter-Gummel flux between neighbouring nodes with densities `a` and `b`, for a
drift `d` across the cell, in units of diffusivity over mesh width. -/
def sgFlux (d a b : ℝ) : ℝ := bernoulliFn (-d) * a - bernoulliFn d * b
```

The Scharfetter–Gummel flux is $F_{\rm SG} = B(-d)\,a - B(d)\,b$. It is usually obtained by solving the one-dimensional drift-diffusion equation inside the cell with constant field and constant flux. Here the formula is taken as the definition, and that derivation is not part of the file.

```lean
/-- The upwind flux for a drift `d` across the cell, in units of diffusivity over mesh width: plain
diffusion, plus drift that carries the density of the node it comes from. -/
def upwindFlux (d a b : ℝ) : ℝ := (a - b) + (max d 0 * a + min d 0 * b)
```

The upwind flux is plain diffusion $a-b$ plus a drift term that uses the density of the upstream node: $d\,a$ for positive $d$ and $d\,b$ for negative $d$. The expressions `max d 0` and `min d 0` make that selection.

```lean
/-- The effective diffusion coefficient `(d/2) coth (d/2)`, for `d ≠ 0`, in units of the
physical diffusivity. -/
def effDiffusion (d : ℝ) : ℝ := d / 2 * Real.cosh (d / 2) / Real.sinh (d / 2)
```

This is the coefficient
$$K(d) = \frac d2\coth\frac d2,$$
written with cosh and sinh. It is measured in units of $D$, so physical diffusion alone corresponds to the value 1. Lean sets division by zero to zero, so `effDiffusion 0` is 0 and not the limit 1. The theorems about $K$'s size assume $d\neq0$; their strict inequalities would fail at $d=0$ even with the value 1 there.

```lean
/-- The effective diffusion coefficient does not depend on the direction of the drift. -/
theorem effDiffusion_neg (d : ℝ) : effDiffusion (-d) = effDiffusion d := by
  unfold effDiffusion
  rw [neg_div, Real.cosh_neg, Real.sinh_neg, neg_mul, neg_div_neg_eq]
```

Reversing the drift leaves $K$ unchanged. Both $d/2$ and $\sinh(d/2)$ change sign, $\cosh(d/2)$ does not, and the two signs cancel.

## The Bernoulli function split into even and odd parts

```lean
/-- For nonzero drift, the Bernoulli function is the effective diffusion coefficient minus
half the drift. -/
theorem bernoulliFn_eq {d : ℝ} (hd : d ≠ 0) : bernoulliFn d = effDiffusion d - d / 2 := by
  have hs : Real.sinh (d / 2) ≠ 0 := by
    intro h
    rw [Real.sinh_eq_zero] at h
    exact hd (by linarith)
  have key : effDiffusion d * Real.sinh (d / 2) = d / 2 * Real.cosh (d / 2) := by
    unfold effDiffusion
    exact div_mul_cancel₀ _ hs
  have h1 : Real.exp d = Real.exp (d / 2) * Real.exp (d / 2) := by
    rw [← Real.exp_add, add_halves]
  have h2 : Real.exp (-(d / 2)) * Real.exp (d / 2) = 1 := by
    rw [← Real.exp_add, neg_add_cancel, Real.exp_zero]
  have h3 : (Real.cosh (d / 2) - Real.sinh (d / 2)) * Real.exp (d / 2) = 1 := by
    rw [Real.cosh_sub_sinh, h2]
  -- the denominator in terms of the half drift
  have hE : Real.exp d - 1 = 2 * Real.sinh (d / 2) * Real.exp (d / 2) := by
    rw [Real.sinh_eq]
    linear_combination h1 + h2
  have hne : 2 * Real.sinh (d / 2) * Real.exp (d / 2) ≠ 0 :=
    mul_ne_zero (mul_ne_zero two_ne_zero hs) (Real.exp_ne_zero _)
  rw [bernoulliFn, if_neg hd, hE, div_eq_iff hne]
  linear_combination (-2 * Real.exp (d / 2)) * key - d * h3
```

A Lean theorem lists its hypotheses before the colon and its claim after it. Here `hd` is the hypothesis $d\neq0$, and the claim is $B(d)=K(d)-d/2$. By hand, factor the denominator:
$$e^d-1 = e^{d/2}\left(e^{d/2}-e^{-d/2}\right) = 2e^{d/2}\sinh\frac d2 .$$
Since $e^{-d/2}=\cosh(d/2)-\sinh(d/2)$,
$$B(d)=\frac d2\,\frac{\cosh(d/2)-\sinh(d/2)}{\sinh(d/2)} = K(d)-\frac d2 .$$

In the proof, `hE` is the factored denominator and `h3` is the identity for $e^{-d/2}$, multiplied by $e^{d/2}$. The line `key` is the definition of $K$ with its denominator cleared. The tactic `linear_combination` then confirms that the claim is the stated combination of these equations.

## Hyperbolic inequalities from slopes

```lean
/-- A function that is differentiable on the whole real line, vanishes at the origin and has
positive slope at every `x > 0` is positive at every `x > 0`. -/
theorem pos_of_slope_pos {f f' : ℝ → ℝ} (h0 : f 0 = 0) (hf : ∀ x, HasDerivAt f (f' x) x)
    (hp : ∀ x, 0 < x → 0 < f' x) {x : ℝ} (hx : 0 < x) : 0 < f x := by
  have hm : StrictMonoOn f (Set.Ici 0) :=
    strictMonoOn_of_deriv_pos (convex_Ici 0)
      (fun y _ => (hf y).continuousAt.continuousWithinAt)
      (fun y hy => by
        rw [interior_Ici] at hy
        rw [(hf y).deriv]
        exact hp y hy)
  have h := hm (Set.mem_Ici.mpr le_rfl) (Set.mem_Ici.mpr hx.le) hx
  rwa [h0] at h
```

If $f$ is differentiable on the whole real line, $f(0)=0$, and $f'(x)>0$ for all $x>0$, then $f(x)>0$ for all $x>0$, because $f$ increases strictly from zero. The hypothesis `HasDerivAt f (f' x) x` says that $f$ has derivative $f'(x)$ at $x$. The proof establishes strict growth on $[0,\infty)$ and compares $f(x)$ with $f(0)$.

```lean
/-- For `x > 0`, two hyperbolic inequalities that bound `x coth x` from above and below by
rational functions of `x`. -/
theorem hyperbolic_bounds {x : ℝ} (hx : 0 < x) :
    0 < (3 + x * x) * Real.sinh x - 3 * (x * Real.cosh x) ∧
    0 < x * (3 + x * x) * Real.cosh x - (3 + 2 * (x * x)) * Real.sinh x := by
  have hsq (y : ℝ) := (hasDerivAt_id' y).fun_mul (hasDerivAt_id' y)
  have hxc (y : ℝ) := (hasDerivAt_id' y).fun_mul (Real.hasDerivAt_cosh y)
  -- first `x cosh x > sinh x`, which controls both slopes below
  have base : ∀ y : ℝ, 0 < y → 0 < y * Real.cosh y - Real.sinh y := fun y hy =>
    pos_of_slope_pos (f := fun y => y * Real.cosh y - Real.sinh y)
      (f' := fun y => y * Real.sinh y) (by simp)
      (fun y => ((hxc y).fun_sub (Real.hasDerivAt_sinh y)).congr_deriv (by ring))
      (fun y hy => mul_pos hy (Real.sinh_pos_iff.mpr hy)) hy
  constructor
  · exact pos_of_slope_pos
      (f := fun y => (3 + y * y) * Real.sinh y - 3 * (y * Real.cosh y))
      (f' := fun y => y * (y * Real.cosh y - Real.sinh y)) (by simp)
      (fun y => ((((hsq y).const_add 3).fun_mul (Real.hasDerivAt_sinh y)).fun_sub
        ((hxc y).const_mul 3)).congr_deriv (by ring))
      (fun y hy => mul_pos hy (base y hy)) hx
  · exact pos_of_slope_pos
      (f := fun y => y * (3 + y * y) * Real.cosh y - (3 + 2 * (y * y)) * Real.sinh y)
      (f' := fun y => y * (y * Real.cosh y - Real.sinh y) + y * y * y * Real.sinh y) (by simp)
      (fun y => ((((hasDerivAt_id' y).fun_mul ((hsq y).const_add 3)).fun_mul
        (Real.hasDerivAt_cosh y)).fun_sub ((((hsq y).const_mul 2).const_add 3).fun_mul
        (Real.hasDerivAt_sinh y))).congr_deriv (by ring))
      (fun y hy => add_pos (mul_pos hy (base y hy))
        (mul_pos (mul_pos (mul_pos hy hy) hy) (Real.sinh_pos_iff.mpr hy))) hx
```

The previous result is applied to three functions, all zero at the origin:
$$\begin{aligned}
f_1&=x\cosh x-\sinh x, & f_1'&=x\sinh x,\\
f_2&=(3+x^2)\sinh x-3x\cosh x, & f_2'&=x f_1,\\
f_3&=x(3+x^2)\cosh x-(3+2x^2)\sinh x, & f_3'&=x f_1+x^3\sinh x.
\end{aligned}$$
For $x>0$ the first slope is positive, so $f_1>0$. This makes the other two slopes positive, so $f_2>0$ and $f_3>0$. Dividing by $\sinh x$ and rearranging gives
$$1+\frac{x^2}{3+x^2} < x\coth x < 1+\frac{x^2}{3}.$$

In Lean, `base` is the statement $f_1>0$. The theorem states $f_2>0$ and $f_3>0$, joined by `∧`, which means "and". Each derivative is assembled from product and sum rules, and `ring` brings it to the short form above.

## How much diffusion is added

```lean
/-- For nonzero drift `d`, with `K = effDiffusion d`, the artificial diffusion `K - 1` lies strictly
between `d²/(12 + d²)` and `d²/12`, and strictly below `|d|/2`. -/
theorem artificial_diffusion_bounds {d : ℝ} (hd : d ≠ 0) :
    d ^ 2 / (12 + d ^ 2) < effDiffusion d - 1 ∧ effDiffusion d - 1 < d ^ 2 / 12 ∧
      effDiffusion d - 1 < |d| / 2 := by
  -- by symmetry it is enough to treat positive drift
  have pos : ∀ t : ℝ, 0 < t → t ^ 2 / (12 + t ^ 2) < effDiffusion t - 1 ∧
      effDiffusion t - 1 < t ^ 2 / 12 ∧ effDiffusion t - 1 < t / 2 := by
    intro t ht
    have hs : 0 < Real.sinh (t / 2) := Real.sinh_pos_iff.mpr (half_pos ht)
    have key : effDiffusion t * Real.sinh (t / 2) = t / 2 * Real.cosh (t / 2) := by
      unfold effDiffusion
      exact div_mul_cancel₀ _ hs.ne'
    obtain ⟨hu, hl⟩ := hyperbolic_bounds (half_pos ht)
    refine ⟨?_, ?_, ?_⟩
    · rw [div_lt_iff₀ (by positivity)]
      refine lt_of_mul_lt_mul_right ?_ hs.le
      have e : (effDiffusion t - 1) * (12 + t ^ 2) * Real.sinh (t / 2)
          = (12 + t ^ 2) * (t / 2 * Real.cosh (t / 2) - Real.sinh (t / 2)) := by
        linear_combination (12 + t ^ 2) * key
      rw [e]
      nlinarith [hl]
    · refine lt_of_mul_lt_mul_right ?_ hs.le
      rw [sub_mul, key]
      nlinarith [hu]
    · -- this is `B(t) < 1`, that is `1 + t < exp t`
      have hB := bernoulliFn_eq ht.ne'
      have hexp := Real.add_one_lt_exp ht.ne'
      have h1 : bernoulliFn t < 1 := by
        rw [bernoulliFn, if_neg ht.ne', div_lt_one (by linarith)]
        linarith
      linarith
  have h := pos |d| (abs_pos.mpr hd)
  have hK : effDiffusion |d| = effDiffusion d := by
    rcases abs_choice d with h | h
    · rw [h]
    · rw [h, effDiffusion_neg]
  rwa [hK, sq_abs] at h
```

For $d\neq0$ this gives three bounds on the artificial diffusion $K-1$:
$$\frac{d^2}{12+d^2}<K-1<\frac{d^2}{12},\qquad K-1<\frac{|d|}2 .$$
The first two follow from the previous inequalities with $x=|d|/2$. For the third, put $t=|d|>0$. Then $1+t<e^t$, so $B(t)=t/(e^t-1)<1$, and $B(t)=K-t/2$ turns this into $K-1<t/2$.

The proof treats positive $t$ first. It multiplies the quadratic bounds by the positive number $\sinh(t/2)$, and `nlinarith` derives them from the inequalities for $f_3$ and $f_2$. The evenness of $K$ then carries all three bounds to negative drift.

```lean
/-- For nonzero drift `d`, the Scharfetter-Gummel flux is the centred drift flux plus diffusion
with coefficient `K = (d/2) coth (d/2)`, and `1 < K < 1 + min (d²/12) (|d|/2)`. -/
theorem scharfetterGummel_numerical_diffusion {d : ℝ} (hd : d ≠ 0) :
    (∀ a b, sgFlux d a b = d / 2 * (a + b) + effDiffusion d * (a - b)) ∧
      1 < effDiffusion d ∧ effDiffusion d < 1 + min (d ^ 2 / 12) (|d| / 2) := by
  obtain ⟨hl, hu, hw⟩ := artificial_diffusion_bounds hd
  refine ⟨fun a b => ?_, ?_, ?_⟩
  · rw [sgFlux, bernoulliFn_eq hd, bernoulliFn_eq (neg_ne_zero.mpr hd), effDiffusion_neg]
    ring
  · have h : 0 < d ^ 2 / (12 + d ^ 2) := by positivity
    linarith
  · have h := lt_min hu hw
    linarith
```

The symbol `∀ a b` means that the flux identity holds for all real densities:
$$F_{\rm SG}=\frac d2(a+b)+K(a-b),\qquad 1<K<1+\min\!\left(\frac{d^2}{12},\frac{|d|}2\right).$$
The first term is the centred drift flux, which uses the mean of the two densities. The second is diffusion with coefficient $K$. To derive the identity, use $B(d)=K-d/2$ and, because $K$ is even, $B(-d)=K+d/2$:
$$\left(K+\frac d2\right)a-\left(K-\frac d2\right)b=\frac d2(a+b)+K(a-b).$$
The Lean proof substitutes the same two expressions and finishes with `ring`. The bounds on $K$ come from the preceding theorem, whose lower bound is positive.

It is easy to attach the two Bernoulli weights to the wrong nodes. Since $K$ is even, the exchanged formula $B(d)a-B(-d)b$ has the correct diffusion term but a drift term of the wrong sign. At equal densities $a=b$ it gives $-d\,a$ instead of $d\,a$.

```lean
/-- The upwind flux is the centred drift flux plus diffusion with coefficient `1 + |d|/2`. -/
theorem upwind_numerical_diffusion (d a b : ℝ) :
    upwindFlux d a b = d / 2 * (a + b) + (1 + |d| / 2) * (a - b) := by
  unfold upwindFlux
  rcases le_total 0 d with h | h
  · rw [max_eq_left h, min_eq_right h, abs_of_nonneg h]
    ring
  · rw [max_eq_right h, min_eq_left h, abs_of_nonpos h]
    ring
```

The upwind flux has the same centred drift term and the diffusion coefficient $1+|d|/2$. For $d\ge0$,
$$d\,a=\frac d2(a+b)+\frac d2(a-b),$$
and for $d\le0$,
$$d\,b=\frac d2(a+b)-\frac d2(a-b).$$
In both cases the added coefficient is $|d|/2$. The proof makes the same case distinction with `le_total`, and the statement includes $d=0$. Together with the preceding theorem, it shows that Scharfetter–Gummel adds strictly less diffusion than upwinding at every nonzero drift.

## The second-order limit

```lean
/-- As the drift per cell tends to zero through nonzero values, the artificial diffusion of the
Scharfetter-Gummel flux divided by `d²` tends to `1/12`. -/
theorem artificial_diffusion_second_order :
    Tendsto (fun d => (effDiffusion d - 1) / d ^ 2) (𝓝[≠] 0) (𝓝 (1 / 12)) := by
  have hlow : Tendsto (fun d : ℝ => 1 / (12 + d ^ 2)) (𝓝 0) (𝓝 (1 / 12)) := by
    have h : ContinuousAt (fun d : ℝ => 1 / (12 + d ^ 2)) 0 :=
      ContinuousAt.div continuousAt_const (by fun_prop) (by norm_num)
    simpa using h.tendsto
  -- squeeze between the two quadratic bounds
  refine tendsto_of_tendsto_of_tendsto_of_le_of_le' (hlow.mono_left nhdsWithin_le_nhds)
    tendsto_const_nhds ?_ ?_
  · filter_upwards [self_mem_nhdsWithin] with d hd
    have hd0 : d ≠ 0 := hd
    have h2 : 0 < d ^ 2 := by positivity
    rw [le_div_iff₀ h2, one_div_mul_eq_div]
    exact (artificial_diffusion_bounds hd0).1.le
  · filter_upwards [self_mem_nhdsWithin] with d hd
    have hd0 : d ≠ 0 := hd
    have h2 : 0 < d ^ 2 := by positivity
    rw [div_le_iff₀ h2, one_div_mul_eq_div]
    exact (artificial_diffusion_bounds hd0).2.1.le

end

end ScharfetterGummelDiffusion
```

This states
$$\lim_{d\to0}\frac{K(d)-1}{d^2}=\frac1{12}.$$
The notation `𝓝[≠] 0` means that $d$ approaches zero through nonzero values. Dividing the quadratic bounds by $d^2$ gives
$$\frac1{12+d^2}<\frac{K-1}{d^2}<\frac1{12},$$
and both sides tend to $1/12$. The proof computes the limit of the left side in `hlow` and then applies the squeeze theorem.

At fixed velocity and diffusivity, $d$ is proportional to $h$. As $h\to0$, the artificial diffusion therefore falls as $h^2$ for Scharfetter–Gummel and as $h$ for upwinding. These are statements about the flux on one edge; the convergence of a full device solution is a separate question.

For a cell whose potential difference equals one thermal voltage, $|d|=1$. Scharfetter–Gummel then adds about 8.2% to the physical diffusivity, and upwinding adds 50%. Halving the cell width in the same field gives $|d|=1/2$, and the additions become about 2.1% and 25%.

```lean
#print axioms ScharfetterGummelDiffusion.scharfetterGummel_numerical_diffusion
#print axioms ScharfetterGummelDiffusion.upwind_numerical_diffusion
#print axioms ScharfetterGummelDiffusion.artificial_diffusion_second_order
```

```
'ScharfetterGummelDiffusion.scharfetterGummel_numerical_diffusion' depends on axioms: [propext, Classical.choice, Quot.sound]
'ScharfetterGummelDiffusion.upwind_numerical_diffusion' depends on axioms: [propext, Classical.choice, Quot.sound]
'ScharfetterGummelDiffusion.artificial_diffusion_second_order' depends on axioms: [propext, Classical.choice, Quot.sound]
```
